# Conjugating one Pauli matrix by another changes at most its sign

For a single qubit, label the identity and the Pauli matrices X, Y and Z by two bits, an X bit x and a Z bit z, with both set for Y. The lemma says that for any two of these four matrices, P_a P_b P_a† = (−1)^s P_b, where s = x z' + z x' is computed from the bits (x, z) of a and (x', z') of b. So conjugation leaves P_b alone when s is even and flips its sign when s is odd. The proof checks all sixteen pairs entry by entry, asking `simp` to work out each matrix product.

This version doesn't compile in Lean 4 with Mathlib:

```lean
import Mathlib

open Matrix

namespace PauliConj

noncomputable section

/-- The one-qubit Pauli matrices, labelled by an X bit and a Z bit:
`1`, `X`, `Y` (both bits set) and `Z`. -/
def pauli : Bool × Bool → Matrix (Fin 2) (Fin 2) ℂ
  | (false, false) => 1
  | (true, false) => !![0, 1; 1, 0]
  | (true, true) => !![0, -Complex.I; Complex.I, 0]
  | (false, true) => !![1, 0; 0, -1]

/-- The contribution `x z' + z x'` of one qubit to the symplectic form. -/
def siteForm (a b : Bool × Bool) : ℕ :=
  a.1.toNat * b.2.toNat + a.2.toNat * b.1.toNat

/-- Conjugating one Pauli matrix by another returns it up to the sign given by the
one-qubit symplectic form. -/
theorem pauli_conj (a b : Bool × Bool) :
    pauli a * pauli b * (pauli a)ᴴ = ((-1 : ℂ) ^ siteForm a b) • pauli b := by
  rcases a with ⟨_ | _, _ | _⟩ <;> rcases b with ⟨_ | _, _ | _⟩ <;> ext i j <;>
    fin_cases i <;> fin_cases j <;>
    simp [pauli, siteForm, Matrix.mul_apply, Fin.sum_univ_succ]

end

end PauliConj
```

Lean reports:

```
Main.lean:24:76: error: unsolved goals
case false.false.false.false.«1».«1»
⊢ 1 1 (Fin.succ 0) * 1 (Fin.succ 0) 1 = 1

case false.false.false.true.«1».«1»
⊢ 1 (Fin.succ 0) 1 = 1

case false.false.true.false.«0».«1»
⊢ 1 (Fin.succ 0) 1 = 1

case false.false.true.true.«0».«1»
⊢ 1 (Fin.succ 0) 1 = 1
```

All four goals left over come from the case where `pauli a` is the identity, and all four are true. What remains in them is entries of the identity matrix, such as `1 (Fin.succ 0) 1`, that `simp` did not evaluate.

The index `Fin.succ 0` comes from `Fin.sum_univ_succ`, which splits a sum over `Fin 2` into the term at `0` and a sum over successors. Here `Fin.succ 0` is the same element as `1`, but it is written differently, and `simp` did not bring the two forms together. It therefore did not recognise a diagonal entry, whose value is 1.

The repair replaces that lemma with `Fin.sum_univ_two`, which writes the sum directly as the terms at `0` and `1`, so the awkward index never appears. It also adds `Matrix.one_apply`, which turns an entry of the identity matrix into 1 if its indices are equal and 0 otherwise, a test `simp` can settle for `0` and `1`. The messages do not show whether this second change is needed once the first is made.

Fix (accepted with no message):

```diff
@@ -25,5 +25,5 @@
   rcases a with ⟨_ | _, _ | _⟩ <;> rcases b with ⟨_ | _, _ | _⟩ <;> ext i j <;>
     fin_cases i <;> fin_cases j <;>
-    simp [pauli, siteForm, Matrix.mul_apply, Fin.sum_univ_succ]
+    simp [pauli, siteForm, Matrix.mul_apply, Fin.sum_univ_two, Matrix.one_apply]
 
 end
```
